# Ground-state energy of a fully frustrated Ising model on square-lattice tori of even width

The sites are pairs \((x,y)\) with \(x\) taken modulo \(L\) and \(y\) modulo \(M\), so the lattice is periodic in both directions. In Lean the coordinates have types `ZMod L` and `ZMod M`, and `NeZero` states that a length is at least 1.

```lean
import Mathlib

open Finset

namespace FullyFrustratedIsing
```

Spins and couplings are signs. The type `ℤˣ`, the invertible integers, contains exactly \(1\) and \(-1\).

```lean
/-- A sign, 1 or -1, at every site of the periodic `L × M` square lattice. It serves for
spin configurations and for the couplings of the bonds leaving each site. -/
abbrev SignField (L M : ℕ) := ZMod L → ZMod M → ℤˣ
```

Two fields are needed by name. `uniform` serves both as the all-up spin state and as a set of equal couplings. `alternating` gives column \(x\) the sign \((-1)^x\), where `x.val` is the representative between \(0\) and \(L-1\).

```lean
/-- The field equal to 1 everywhere. -/
def uniform (L M : ℕ) : SignField L M := fun _ _ => 1

/-- Vertical couplings `(-1)^x` in column `x`. -/
def alternating (L M : ℕ) : SignField L M := fun x _ => (-1) ^ x.val
```

Each site owns the bond to its right, with coupling \(h_{x,y}\), and the bond upwards, with coupling \(v_{x,y}\). For spins \(s_{x,y}\) the bond terms are
\[
H_{x,y}=h_{x,y}\,s_{x,y}\,s_{x+1,y},\qquad V_{x,y}=v_{x,y}\,s_{x,y}\,s_{x,y+1}.
\]
A term equal to \(-1\) is a broken bond. If a length is 1, the bonds in that direction join each site to itself; if it is 2, two separate bonds join each pair of neighbours in that direction, and both are counted. The same formulas apply.

```lean
variable {L M : ℕ}

/-- The term `J s s'` of the horizontal bond from `(x, y)` to `(x + 1, y)`. -/
def hBond (h s : SignField L M) (x : ZMod L) (y : ZMod M) : ℤˣ :=
  h x y * s x y * s (x + 1) y

/-- The term `J s s'` of the vertical bond from `(x, y)` to `(x, y + 1)`. -/
def vBond (v s : SignField L M) (x : ZMod L) (y : ZMod M) : ℤˣ :=
  v x y * s x y * s x (y + 1)
```

The energy is \(E=-\sum_{x,y}(H_{x,y}+V_{x,y})\), in units of the common coupling strength and without a magnetic field. In an array code this is one pass over the sites, with the right and upper neighbours found modulo \(L\) and \(M\); every bond is then counted once.

```lean
/-- The Ising energy `-∑ J s s'` over all horizontal and vertical bonds. -/
def energy [NeZero L] [NeZero M] (h v s : SignField L M) : ℤ :=
  -∑ x : ZMod L, ∑ y : ZMod M, ((hBond h s x y : ℤ) + (vBond v s x y : ℤ))

/-- The Ising energy divided by the number of sites. -/
def energyPerSite [NeZero L] [NeZero M] (h v s : SignField L M) : ℚ :=
  (energy h v s : ℚ) / ((L : ℚ) * (M : ℚ))
```

The couplings are fully frustrated if their product around every plaquette is \(-1\). This condition involves no spins.

```lean
/-- Every plaquette has couplings that multiply to -1. -/
def FullyFrustrated (h v : SignField L M) : Prop :=
  ∀ x y, h x y * v (x + 1) y * h x (y + 1) * v x y = -1
```

The sum of the four bond terms around the plaquette with lower left corner \((x,y)\) is
\[
P_{x,y}=H_{x,y}+V_{x+1,y}+H_{x,y+1}+V_{x,y}.
\]

```lean
/-- The sum of the four terms `J s s'` around the plaquette with lower left corner `(x, y)`. -/
def plaquetteSum (h v s : SignField L M) (x : ZMod L) (y : ZMod M) : ℤ :=
  (hBond h s x y : ℤ) + (vBond v s (x + 1) y : ℤ) + (hBond h s x (y + 1) : ℤ)
    + (vBond v s x y : ℤ)
```

## (a) From plaquettes to the energy

Show that, for any couplings and spins,
\[
\sum_{x,y}P_{x,y}=-2E.
\]

**Solution.** Shifting \(y\) by one permutes the rows, so \(\sum H_{x,y+1}=\sum H_{x,y}\). Likewise \(\sum V_{x+1,y}=\sum V_{x,y}\). The total is \(2\sum(H_{x,y}+V_{x,y})=-2E\). In the proof, `hy` and `hx` are these two shifts.

```lean
/-- Summed over all plaquettes, the bond terms give -2 times the energy. -/
theorem sum_plaquetteSum [NeZero L] [NeZero M] (h v s : SignField L M) :
    ∑ x : ZMod L, ∑ y : ZMod M, plaquetteSum h v s x y = -2 * energy h v s := by
  -- translation by one lattice spacing permutes the bonds
  have hy : ∑ x : ZMod L, ∑ y : ZMod M, (hBond h s x (y + 1) : ℤ)
      = ∑ x : ZMod L, ∑ y : ZMod M, (hBond h s x y : ℤ) :=
    Finset.sum_congr rfl fun x _ =>
      Equiv.sum_comp (Equiv.addRight (1 : ZMod M)) (fun y => (hBond h s x y : ℤ))
  have hx : ∑ x : ZMod L, ∑ y : ZMod M, (vBond v s (x + 1) y : ℤ)
      = ∑ x : ZMod L, ∑ y : ZMod M, (vBond v s x y : ℤ) :=
    Equiv.sum_comp (Equiv.addRight (1 : ZMod L))
      (fun x => ∑ y : ZMod M, (vBond v s x y : ℤ))
  simp only [plaquetteSum, energy, Finset.sum_add_distrib]
  rw [hx, hy]
  ring
```

## (b) The best a frustrated plaquette can do

For fully frustrated couplings, show that every spin state satisfies
\[
P_{x,y}\le 2 .
\]

**Solution.** Multiply the four bond terms. Each corner spin occurs twice and cancels, which leaves the product of the couplings, \(-1\). At least one term is therefore \(-1\), and the sum is at most \(3-1=2\). The proof checks the cancellation (`cancel`) by running through the values of the four spins, and the inequality (`bound`) by running through the signs of the four terms.

```lean
/-- For fully frustrated couplings, the four bond terms around any plaquette sum to at most 2. -/
theorem plaquetteSum_le_two {h v : SignField L M} (hf : FullyFrustrated h v)
    (s : SignField L M) (x : ZMod L) (y : ZMod M) : plaquetteSum h v s x y ≤ 2 := by
  -- each spin occurs twice around the plaquette and cancels
  have cancel : ∀ p q r t i j k l : ℤˣ,
      (i * p * q) * (j * q * r) * (k * t * r) * (l * p * t) = i * j * k * l := by
    intro p q r t i j k l
    rcases Int.units_eq_one_or p with rfl | rfl <;>
    rcases Int.units_eq_one_or q with rfl | rfl <;>
    rcases Int.units_eq_one_or r with rfl | rfl <;>
    rcases Int.units_eq_one_or t with rfl | rfl <;> simp
  -- four signs with product -1 cannot all be 1
  have bound : ∀ i j k l : ℤˣ, i * j * k * l = -1 →
      (i : ℤ) + (j : ℤ) + (k : ℤ) + (l : ℤ) ≤ 2 := by
    intro i j k l hp
    rcases Int.units_eq_one_or i with rfl | rfl <;>
    rcases Int.units_eq_one_or j with rfl | rfl <;>
    rcases Int.units_eq_one_or k with rfl | rfl <;>
    rcases Int.units_eq_one_or l with rfl | rfl <;>
    first
      | decide
      | exact absurd hp (by decide)
  exact bound _ _ _ _ ((cancel _ _ _ _ _ _ _ _).trans (hf x y))
```

## (c) Shortfall and excess energy

Show that
\[
\sum_{x,y}(2-P_{x,y})=2\,(E+LM).
\]

**Solution.** There are \(LM\) plaquettes, so the constant contributes \(2LM\). By (a), the rest contributes \(+2E\).

```lean
/-- The total shortfall of the plaquette sums from 2 is twice the amount by which the total energy
exceeds `-L * M`. -/
theorem sum_shortfall [NeZero L] [NeZero M] (h v s : SignField L M) :
    ∑ x : ZMod L, ∑ y : ZMod M, (2 - plaquetteSum h v s x y)
      = 2 * (energy h v s + (L : ℤ) * (M : ℤ)) := by
  simp only [Finset.sum_sub_distrib]
  rw [sum_plaquetteSum]
  simp only [Finset.sum_const, Finset.card_univ, ZMod.card, nsmul_eq_mul]
  ring
```

## (d) A lower bound and its equality condition

For fully frustrated couplings, show that
\[
\frac{E}{LM}\ge -1,\qquad \frac{E}{LM}=-1\iff P_{x,y}=2\ \text{for all }x,y.
\]

**Solution.** By (b) every term on the left of (c) is non-negative, hence \(E+LM\ge 0\). Equality means that a sum of non-negative terms vanishes, which happens exactly when each term does. Lean applies this last argument twice, first to the sum over \(x\) and then to the sum over \(y\).

In a calculation the plaquette sums show where the energy above the bound is located. Four signs with product \(-1\) sum to \(2\) or \(-2\), so \(E+LM\) is twice the number of plaquettes with sum \(-2\).

```lean
/-- For any fully frustrated couplings the energy per site is at least -1, and it equals -1
exactly when the bond terms around every plaquette sum to 2. -/
theorem fullyFrustrated_bound [NeZero L] [NeZero M] {h v : SignField L M}
    (hf : FullyFrustrated h v) (s : SignField L M) :
    -1 ≤ energyPerSite h v s ∧
      (energyPerSite h v s = -1 ↔ ∀ x y, plaquetteSum h v s x y = 2) := by
  have hL : (0 : ℚ) < L := Nat.cast_pos.mpr (NeZero.pos L)
  have hM : (0 : ℚ) < M := Nat.cast_pos.mpr (NeZero.pos M)
  have hN : (0 : ℚ) < (L : ℚ) * (M : ℚ) := mul_pos hL hM
  have hS := sum_shortfall h v s
  have h0 : ∀ x y, 0 ≤ 2 - plaquetteSum h v s x y := fun x y =>
    sub_nonneg.mpr (plaquetteSum_le_two hf s x y)
  have h1 : ∀ x : ZMod L, 0 ≤ ∑ y : ZMod M, (2 - plaquetteSum h v s x y) := fun x =>
    Finset.sum_nonneg fun y _ => h0 x y
  constructor
  · have h2 : 0 ≤ ∑ x : ZMod L, ∑ y : ZMod M, (2 - plaquetteSum h v s x y) :=
      Finset.sum_nonneg fun x _ => h1 x
    have h3 : 0 ≤ energy h v s + (L : ℤ) * (M : ℤ) := by linarith
    have h4 : (0 : ℚ) ≤ (energy h v s : ℚ) + (L : ℚ) * (M : ℚ) := by exact_mod_cast h3
    rw [energyPerSite, le_div_iff₀ hN]
    linarith
  · rw [energyPerSite, div_eq_iff hN.ne']
    constructor
    · intro he x y
      have h3 : (energy h v s : ℚ) + (L : ℚ) * (M : ℚ) = 0 := by linarith
      have h4 : energy h v s + (L : ℤ) * (M : ℤ) = 0 := by exact_mod_cast h3
      rw [h4, mul_zero] at hS
      -- a vanishing sum of nonnegative shortfalls vanishes term by term
      have h5 := (Finset.sum_eq_zero_iff_of_nonneg (fun x _ => h1 x)).mp hS x (mem_univ x)
      have h6 := (Finset.sum_eq_zero_iff_of_nonneg (fun y _ => h0 x y)).mp h5 y (mem_univ y)
      linarith
    · intro hp
      simp only [hp, sub_self, Finset.sum_const_zero] at hS
      have h4 : energy h v s + (L : ℤ) * (M : ℤ) = 0 := by linarith
      have h3 : (energy h v s : ℚ) + (L : ℚ) * (M : ℚ) = 0 := by exact_mod_cast h4
      linarith
```

## (e) The column sign across the boundary

Let \(L=2a\) with \(a\ge1\). Show that for every column, including the last,
\[
(-1)^{x+1}=-(-1)^x,
\]
where both exponents are representatives between \(0\) and \(2a-1\).

**Solution.** Inside the range the exponent grows by one. From the last column, \(x=2a-1\) with sign \(-1\), the next is column \(0\) with sign \(+1\). Lean treats both cases together: reducing an exponent modulo the even number \(2a\) preserves its parity.

In a simulation with odd width, the last and first columns would both have sign \(+1\), and the plaquettes between them would be unfrustrated.

```lean
/-- On a ring of even length the column sign `(-1)^x` changes from each column to the next. -/
theorem column_sign_succ (a : ℕ) [NeZero a] (x : ZMod (2 * a)) :
    (-1 : ℤˣ) ^ (x + 1).val = -(-1) ^ x.val := by
  have h : (x + 1).val = (x.val + 1) % (2 * a) := by
    rw [← ZMod.val_natCast, Nat.cast_add, Nat.cast_one, ZMod.natCast_zmod_val]
  -- removing a multiple of the even length keeps the parity
  have e : (-1 : ℤˣ) ^ (x.val + 1) = (-1) ^ ((x.val + 1) % (2 * a)) := by
    conv_lhs => rw [← Nat.mod_add_div (x.val + 1) (2 * a), pow_add, mul_assoc, pow_mul]
    simp
  rw [h, ← e, pow_succ, mul_neg, mul_one]
```

## (f) The alternating columns frustrate every plaquette

Take \(h_{x,y}=1\) and \(v_{x,y}=(-1)^x\) on width \(2a\). Show that
\[
h_{x,y}\,v_{x+1,y}\,h_{x,y+1}\,v_{x,y}=-1 .
\]

**Solution.** The product is \((-1)^{x+1}(-1)^x\). By (e) it equals \(-\left[(-1)^x\right]^2=-1\).

```lean
/-- On even width `2 * a`, horizontal couplings 1 and vertical couplings `(-1)^x` frustrate every
plaquette. -/
theorem alternating_fullyFrustrated (a b : ℕ) [NeZero a] :
    FullyFrustrated (uniform (2 * a) b) (alternating (2 * a) b) := by
  intro x y
  simp only [uniform, alternating, column_sign_succ, one_mul, mul_one, neg_mul,
    Int.units_mul_self]
```

## (g) States that are uniform along each row

Let \(M=b\ge1\), keep the couplings of (f), and set \(s_{x,y}=t_y\) with an arbitrary sign \(t_y\) for each row. Show that
\[
\frac{E}{2ab}=-1 .
\]

**Solution.** Both horizontal terms of a plaquette are \(t_y^2=1\) and \(t_{y+1}^2=1\). The vertical terms are \((-1)^x t_y t_{y+1}\) and its negative, by (e), so they cancel. Every \(P_{x,y}\) is 2, and (d) gives the energy.

```lean
/-- With horizontal couplings 1 and vertical couplings `(-1)^x` on even width `2 * a`, every state
whose spins agree along each row, with a freely chosen sign `t y` for each row, has energy -1 per
site. -/
theorem row_state_energy (a b : ℕ) [NeZero a] [NeZero b] (t : ZMod b → ℤˣ) :
    energyPerSite (uniform (2 * a) b) (alternating (2 * a) b) (fun _ y => t y) = -1 := by
  refine (fullyFrustrated_bound (alternating_fullyFrustrated a b) _).2.mpr ?_
  intro x y
  -- the horizontal bonds give 1 each, the two vertical bonds cancel
  simp only [plaquetteSum, hBond, vBond, uniform, alternating, column_sign_succ, one_mul,
    Int.units_mul_self, neg_mul, Units.val_neg, Units.val_one]
  ring
```

## (h) The minimum with alternating columns

For the couplings of (f) and \(a,b\ge1\), show that
\[
\min_s\frac{E}{2ab}=-1,
\]
and that the uniform state attains it.

**Solution.** The bound is (d), applicable because of (f). The uniform state is the case \(t_y=1\) of (g). In Lean, `IsLeast` applied to the range of `energyPerSite` says that \(-1\) is the energy per site of some state and that no state lies lower.

For this classical, zero-field model on a finite torus, the value is an exact reference for annealing or Monte Carlo searches. The theorem concerns the energy alone; it neither counts the ground states nor describes finite temperature.

```lean
/-- With horizontal couplings 1 and vertical couplings `(-1)^x` on even width `2 * a`, the minimum
energy is exactly -1 per site, and the uniform state attains it. -/
theorem fully_frustrated_ground_energy (a b : ℕ) [NeZero a] [NeZero b] :
    IsLeast (Set.range (energyPerSite (uniform (2 * a) b) (alternating (2 * a) b))) (-1) ∧
      energyPerSite (uniform (2 * a) b) (alternating (2 * a) b) (uniform (2 * a) b) = -1 := by
  have hu : energyPerSite (uniform (2 * a) b) (alternating (2 * a) b)
      (uniform (2 * a) b) = -1 := row_state_energy a b (fun _ => 1)
  refine ⟨⟨⟨_, hu⟩, ?_⟩, hu⟩
  rintro _ ⟨s, rfl⟩
  exact (fullyFrustrated_bound (alternating_fullyFrustrated a b) s).1
```

## (i) The ferromagnet for comparison

With all couplings equal to 1 and any \(L,M\ge1\), show that
\[
\min_s\frac{E}{LM}=-2 .
\]

**Solution.** No bond term exceeds 1 and each site owns two bonds, so \(E\ge-2LM\). In the uniform state every term is 1 and equality holds. Frustration thus halves the magnitude of the minimum found here. The proof obtains the bound by comparing the energy sum term by term with the constant 2.

```lean
/-- With all couplings equal to 1 the minimum energy is -2 per site. -/
theorem unfrustrated_ground_energy (L M : ℕ) [NeZero L] [NeZero M] :
    IsLeast (Set.range (energyPerSite (uniform L M) (uniform L M))) (-2) := by
  have hL : (0 : ℚ) < L := Nat.cast_pos.mpr (NeZero.pos L)
  have hM : (0 : ℚ) < M := Nat.cast_pos.mpr (NeZero.pos M)
  have hN : (0 : ℚ) < (L : ℚ) * (M : ℚ) := mul_pos hL hM
  have hc : ∑ _x : ZMod L, ∑ _y : ZMod M, (2 : ℤ) = 2 * ((L : ℤ) * (M : ℤ)) := by
    simp only [Finset.sum_const, Finset.card_univ, ZMod.card, nsmul_eq_mul]
    ring
  constructor
  · refine ⟨uniform L M, ?_⟩
    have he : energy (uniform L M) (uniform L M) (uniform L M)
        = -(2 * ((L : ℤ) * (M : ℤ))) := by
      rw [← hc]
      simp only [energy, hBond, vBond, uniform, mul_one, Units.val_one, one_add_one_eq_two]
    rw [energyPerSite, div_eq_iff hN.ne', he]
    push_cast
    ring
  · rintro _ ⟨s, rfl⟩
    -- no bond term exceeds 1
    have hb : ∀ u : ℤˣ, (u : ℤ) ≤ 1 := by
      intro u
      rcases Int.units_eq_one_or u with rfl | rfl <;> decide
    have hs : ∑ x : ZMod L, ∑ y : ZMod M,
        ((hBond (uniform L M) s x y : ℤ) + (vBond (uniform L M) s x y : ℤ))
        ≤ ∑ _x : ZMod L, ∑ _y : ZMod M, (2 : ℤ) :=
      Finset.sum_le_sum fun x _ => Finset.sum_le_sum fun y _ => by
        linarith [hb (hBond (uniform L M) s x y), hb (vBond (uniform L M) s x y)]
    have he : -(2 * ((L : ℤ) * (M : ℤ))) ≤ energy (uniform L M) (uniform L M) s := by
      rw [energy, ← hc]
      exact neg_le_neg hs
    have hq : -(2 * ((L : ℚ) * (M : ℚ))) ≤ (energy (uniform L M) (uniform L M) s : ℚ) := by
      exact_mod_cast he
    rw [energyPerSite, le_div_iff₀ hN]
    linarith

end FullyFrustratedIsing
```

```lean
#print axioms FullyFrustratedIsing.fully_frustrated_ground_energy
#print axioms FullyFrustratedIsing.unfrustrated_ground_energy
```

```
'FullyFrustratedIsing.fully_frustrated_ground_energy' depends on axioms: [propext, Classical.choice, Quot.sound]
'FullyFrustratedIsing.unfrustrated_ground_energy' depends on axioms: [propext, Classical.choice, Quot.sound]
```
